# Linear screening fixes the zero of potential on a finite connected network

Take two sites joined by a coupling of strength 1, and put a charge of 1 on the first site only. If the electrostatics knows nothing but potential differences, the potentials \(f_1, f_2\) must satisfy \(f_1-f_2=1\) and \(f_2-f_1=0\), which is impossible. With charges \(1\) and \(-1\) there are solutions, but any constant may be added to them. A net charge is not allowed, and "the potential of the electrode" has no definite value.

An electrolyte removes both defects if its ions respond linearly to the local potential. Let \(L\) be the Laplacian of a finite connected network, and let \(k_i\ge 0\) be the strength of the ionic response at site \(i\), with \(k_i>0\) for at least one site. Then \((L+\operatorname{diag}k)f=r\) has exactly one solution \(f\) for every charge vector \(r\), and \(\sum_i k_i f_i=\sum_i r_i\).

In a finite model with linear screening and given charges, the potential at each site of an electrode can therefore be quoted against the electrolyte without ambiguity.

## Sites, couplings and screening

```lean
import Mathlib

open Finset

namespace ScreenedNetwork

noncomputable section

variable {V : Type*} [Fintype V] {w : V → V → ℝ} {k : V → ℝ}
```

`V` is the finite set of sites. A function `V → ℝ` assigns a real number to each site, so `k` is the screening vector. The coupling between sites \(i\) and \(j\) is `w i j`, written \(w_{ij}\) below. One may picture \(w_{ij}\) as a capacitor between two nodes and \(k_i\) as a capacitor from node \(i\) to ground.

```lean
/-- A connected network: the couplings are symmetric and nonnegative, and any two sites are
joined by a path of edges, an edge being a pair of sites with positive coupling. -/
structure IsNetwork {V : Type*} (w : V → V → ℝ) : Prop where
  symm : ∀ i j, w i j = w j i
  nonneg : ∀ i j, 0 ≤ w i j
  connected : ∀ i j, Relation.ReflTransGen (fun a b => 0 < w a b) i j
```

`IsNetwork w` bundles three assumptions:

- `symm`: \(w_{ij}=w_{ji}\).
- `nonneg`: \(w_{ij}\ge 0\).
- `connected`: from any site one can reach any other in finitely many steps, each along a pair with positive coupling. `Relation.ReflTransGen` is Lean's term for "reachable in zero or more steps".

A pair with \(w_{ij}=0\) is simply not an edge. The diagonal values \(w_{ii}\) must be nonnegative too, but otherwise they do not matter, because they always multiply \(f_i-f_i=0\).

```lean
/-- The weighted graph Laplacian `L` acting on a potential `f`. -/
def laplacian (w : V → V → ℝ) (f : V → ℝ) (i : V) : ℝ :=
  ∑ j, w i j * (f i - f j)
```

In ordinary notation,
\[
(Lf)_i=\sum_j w_{ij}(f_i-f_j).
\]
With this sign \(L\) corresponds to \(-\nabla\cdot\varepsilon\nabla\), where \(\varepsilon\) is the permittivity, so a positive charge raises the potential.

```lean
/-- The screened operator `L + diag k` acting on a potential `f`. -/
def screened (w : V → V → ℝ) (k f : V → ℝ) (i : V) : ℝ :=
  laplacian w f i + k i * f i
```

The screened operator is \((Lf)_i+k_if_i\). Setting it equal to \(r_i\) gives a discrete form of the linearised Poisson–Boltzmann equation. The ionic charge at site \(i\) is \(-k_if_i\), and \(k_i\) stands for the readiness of the ions there to accumulate; it is zero where ions cannot enter, for instance inside the electrode. Saturation and other nonlinear responses are absent.

Writing the response as \(k_if_i\) also says which potential is called zero: the one at which the ions carry no net charge, as in the bulk electrolyte.

```lean
/-- The energy of a potential: a coupling term, in which each pair of sites is counted twice
and weighted by one quarter, and a screening term. -/
def energy (w : V → V → ℝ) (k f : V → ℝ) : ℝ :=
  (∑ i, ∑ j, w i j * (f i - f j) ^ 2) / 4 + (∑ i, k i * f i ^ 2) / 2
```

The energy is
\[
E(f)=\tfrac14\sum_{i,j}w_{ij}(f_i-f_j)^2+\tfrac12\sum_i k_if_i^2 .
\]
The double sum meets each pair twice, so every capacitor contributes the familiar half of capacitance times voltage squared.

## Charge balance and energy from one identity

```lean
/-- Discrete Green identity: for symmetric couplings, testing the screened operator with `g`
gives a symmetric expression in potential differences plus a local screening term. -/
theorem green_identity (hs : ∀ i j, w i j = w j i) (g f : V → ℝ) :
    ∑ i, g i * screened w k f i =
      (∑ i, ∑ j, w i j * ((g i - g j) * (f i - f j))) / 2 + ∑ i, k i * (g i * f i) := by
  -- exchange the two ends of every edge
  have h1 : ∑ i, ∑ j, w i j * (g i * (f i - f j)) =
      ∑ i, ∑ j, w i j * (g j * (f j - f i)) := by
    rw [Finset.sum_comm]
    refine sum_congr rfl fun i _ => sum_congr rfl fun j _ => ?_
    rw [hs j i]
  have h2 : ∑ i, ∑ j, w i j * ((g i - g j) * (f i - f j)) =
      ∑ i, ∑ j, w i j * (g i * (f i - f j)) + ∑ i, ∑ j, w i j * (g j * (f j - f i)) := by
    simp only [← Finset.sum_add_distrib]
    refine sum_congr rfl fun i _ => sum_congr rfl fun j _ => ?_
    ring
  have h3 : ∑ i, g i * screened w k f i =
      ∑ i, ∑ j, w i j * (g i * (f i - f j)) + ∑ i, k i * (g i * f i) := by
    rw [← Finset.sum_add_distrib]
    refine sum_congr rfl fun i _ => ?_
    simp only [screened, laplacian, mul_add, Finset.mul_sum]
    congr 1
    · refine sum_congr rfl fun j _ => ?_
      ring
    · ring
  linarith
```

The text between the theorem's name and `:=` is the statement; what follows `by` is the proof. The hypothesis `hs` is the symmetry of the couplings, and nothing is assumed about signs. For any two functions \(g\) and \(f\) on the sites,
\[
\sum_i g_i\bigl[(Lf)_i+k_if_i\bigr]=\tfrac12\sum_{i,j}w_{ij}(g_i-g_j)(f_i-f_j)+\sum_i k_ig_if_i .
\]

By hand, begin with the Laplacian part, exchange the names \(i\) and \(j\), and use symmetry:
\[
\sum_{i,j}w_{ij}\,g_i(f_i-f_j)=\sum_{i,j}w_{ij}\,g_j(f_j-f_i).
\]
The two sides are equal, so each is half their sum, and the sum is \(\sum_{i,j}w_{ij}(g_i-g_j)(f_i-f_j)\). This is integration by parts on a network.

In the proof, `h1` is the exchange, `h2` adds the two forms, and `h3` expands the left-hand side of the theorem. The tactic `linarith` then combines the three linear relations.

```lean
/-- Charge balance: for symmetric couplings, the total source equals the total screening
response `∑ k i * f i`. -/
theorem charge_balance (hs : ∀ i j, w i j = w j i) (f : V → ℝ) :
    ∑ i, screened w k f i = ∑ i, k i * f i := by
  simpa using green_identity (k := k) hs (fun _ => 1) f
```

Put \(g_i=1\) everywhere. All differences \(g_i-g_j\) vanish, and
\[
\sum_i\bigl[(Lf)_i+k_if_i\bigr]=\sum_i k_if_i .
\]
If the bracket equals \(r_i\), the total ionic charge \(-\sum_i k_if_i\) cancels the total given charge \(\sum_i r_i\). The system is neutral as a whole, without neutrality having been imposed on \(r\).

```lean
/-- For symmetric couplings, the energy is half the sum of potential times source. -/
theorem energy_eq (hs : ∀ i j, w i j = w j i) (f : V → ℝ) :
    energy w k f = (∑ i, f i * screened w k f i) / 2 := by
  rw [green_identity hs]
  simp only [energy, pow_two]
  ring
```

Put \(g=f\). The right-hand side of the identity becomes \(2E(f)\), so \(E(f)=\tfrac12\sum_i f_ir_i\), where \(r\) is the source belonging to \(f\). This is the usual half of potential times charge.

## One potential for every charge vector

```lean
/-- On a connected network with nonnegative screening that is positive at some site, a potential
whose energy is not positive vanishes everywhere. -/
theorem eq_zero_of_energy_nonpos (hw : IsNetwork w) (hk : ∀ i, 0 ≤ k i)
    (hpos : ∃ i, 0 < k i) (g : V → ℝ) (h : energy w k g ≤ 0) : g = 0 := by
  have hA : ∀ i j, 0 ≤ w i j * (g i - g j) ^ 2 :=
    fun i j => mul_nonneg (hw.nonneg i j) (sq_nonneg _)
  have hB : ∀ i, 0 ≤ k i * g i ^ 2 := fun i => mul_nonneg (hk i) (sq_nonneg _)
  have sA : 0 ≤ ∑ i, ∑ j, w i j * (g i - g j) ^ 2 :=
    sum_nonneg fun i _ => sum_nonneg fun j _ => hA i j
  have sB : 0 ≤ ∑ i, k i * g i ^ 2 := sum_nonneg fun i _ => hB i
  unfold energy at h
  have eA : ∑ i, ∑ j, w i j * (g i - g j) ^ 2 = 0 := by linarith
  have eB : ∑ i, k i * g i ^ 2 = 0 := by linarith
  -- the potential is constant along every edge
  have edge : ∀ i j, 0 < w i j → g i = g j := by
    intro i j hij
    have a := (sum_eq_zero_iff_of_nonneg
      (fun i _ => sum_nonneg fun j _ => hA i j)).1 eA i (mem_univ i)
    have b := (sum_eq_zero_iff_of_nonneg (fun j _ => hA i j)).1 a j (mem_univ j)
    have c : (g i - g j) ^ 2 = 0 := (mul_eq_zero.1 b).resolve_left hij.ne'
    exact sub_eq_zero.1 ((pow_eq_zero_iff two_ne_zero).1 c)
  -- it vanishes at a screened site, and the zero spreads along paths
  obtain ⟨s, hs⟩ := hpos
  have b := (sum_eq_zero_iff_of_nonneg (fun i _ => hB i)).1 eB s (mem_univ s)
  have gs : g s = 0 := (pow_eq_zero_iff two_ne_zero).1 ((mul_eq_zero.1 b).resolve_left hs.ne')
  funext i
  have path := hw.connected s i
  induction path with
  | refl => exact gs
  | tail _ hbc ih => exact (edge _ _ hbc).symm.trans ih
```

The hypotheses are the network `hw`, the nonnegative screening `hk`, and `hpos`, which says that some site has positive screening. The claim is that \(E(g)\le 0\) forces \(g=0\).

1. Both sums in \(E(g)\) consist of nonnegative terms. If \(E(g)\le 0\), both sums are zero (`eA`, `eB`), and so is every single term.
2. Where \(w_{ij}>0\), the term \(w_{ij}(g_i-g_j)^2=0\) gives \(g_i=g_j\). This is `edge`.
3. At a screened site \(s\), the term \(k_sg_s^2=0\) gives \(g_s=0\). This is `gs`.
4. Any site \(i\) is reached from \(s\) along edges, and the value zero is carried along at each step.

Lean treats the last step as an induction on the path. The case `refl` is the path of no steps, and `tail` adds one edge to a path already dealt with.

```lean
/-- On a connected network with nonnegative screening that is positive at some site, every charge
vector `r` has exactly one potential, and its screening response sums to the total charge. -/
theorem existsUnique_potential (hw : IsNetwork w) (hk : ∀ i, 0 ≤ k i)
    (hpos : ∃ i, 0 < k i) (r : V → ℝ) :
    (∃! f, screened w k f = r) ∧
      ∀ f, screened w k f = r → ∑ i, k i * f i = ∑ i, r i := by
  let A : (V → ℝ) →ₗ[ℝ] (V → ℝ) :=
    { toFun := screened w k
      map_add' := by
        intro f g
        funext i
        simp only [screened, laplacian, Pi.add_apply, mul_sub, mul_add,
          Finset.sum_sub_distrib, Finset.sum_add_distrib]
        ring
      map_smul' := by
        intro c f
        funext i
        simp only [screened, laplacian, Pi.smul_apply, smul_eq_mul, RingHom.id_apply,
          mul_add, Finset.mul_sum]
        congr 1
        · refine sum_congr rfl fun j _ => ?_
          ring
        · ring }
  -- a potential without source has no energy
  have inj : Function.Injective A := by
    refine (injective_iff_map_eq_zero A).2 fun g hg => ?_
    have hg' : screened w k g = 0 := hg
    apply eq_zero_of_energy_nonpos hw hk hpos
    rw [energy_eq hw.symm, hg']
    simp
  -- in finite dimension, uniqueness gives existence
  obtain ⟨f, hf⟩ := LinearMap.injective_iff_surjective.1 inj r
  refine ⟨⟨f, hf, fun g hg => inj (Eq.trans hg hf.symm)⟩, fun g hg => ?_⟩
  rw [← charge_balance hw.symm, hg]
```

This is the main theorem. The symbol `∃!` means "there is exactly one", and `∧` joins the two claims: one potential for each \(r\), and \(\sum_i k_if_i=\sum_i r_i\) for any potential that solves the equation.

By hand, suppose \((L+\operatorname{diag}k)g=0\). Then \(E(g)=\tfrac12\sum_i g_i\cdot 0=0\), hence \(g=0\). A square matrix that sends only the zero vector to zero is invertible, so every \(r\) has exactly one \(f\). The sum rule is the charge balance above.

The Lean proof first packages the operator as a linear map `A`, which requires checking additivity and scaling. Then `inj` is the energy argument, and `LinearMap.injective_iff_surjective` supplies existence from uniqueness in finite dimension.

Small networks show what each of these hypotheses does:

- **No screened site.** This is the two-site example of the opening paragraph.
- **No connection.** Take two sites with \(w_{12}=w_{21}=0\) and \(k=(1,0)\). The second equation reads \(0=r_2\), so a charge there has no solution, and \(f_2\) is undetermined if \(r_2=0\).
- **A negative screening value.** Take \(w_{12}=w_{21}=1\) and \(k=(1,-\tfrac12)\). Then \(f=(1,2)\) solves the equation with \(r=0\), and so does \(f=0\).
- **A negative coupling.** Take three sites with symmetric couplings \(w_{12}=w_{23}=1\), \(w_{13}=-\tfrac12\), and \(k=(0,1,0)\). Then \(f=(1,0,-1)\) solves the equation with \(r=0\), and so does \(f=0\).
- **No symmetry.** Take \(w_{12}=2\), \(w_{21}=1\), \(k=(1,0)\) and \(f=(1,0)\). The source is \((3,-1)\), with sum 2, while \(\sum_i k_if_i=1\).

The theorem takes the charges as given. A calculation that holds the electrode at a set potential and lets its charge adjust poses a different problem, with \(f\) prescribed on some sites.

## What a uniform shift costs

```lean
/-- Raising the potential by a constant `c` at all sites adds `c * k i` to the source at
each site `i`. -/
theorem screened_add_const (f : V → ℝ) (c : ℝ) :
    screened w k (fun i => f i + c) = fun i => screened w k f i + c * k i := by
  funext i
  simp only [screened, laplacian, add_sub_add_right_eq_sub]
  ring
```

Here `fun i => f i + c` is the potential raised by \(c\) at every site. The differences \(f_i-f_j\) do not change, so \(L\) does not notice the shift, while \(k_i(f_i+c)=k_if_i+c\,k_i\). Raising the potential everywhere therefore requires an extra charge \(c\,k_i\) at each screened site. Without screening the shift costs nothing, which is the freedom that made the electrode potential indefinite.

```lean
/-- On a nonempty connected network with nonnegative screening, every charge vector has exactly
one potential if and only if some site is screened. -/
theorem unique_potential_iff_screened [Nonempty V] (hw : IsNetwork w) (hk : ∀ i, 0 ≤ k i) :
    (∀ r, ∃! f, screened w k f = r) ↔ ∃ i, 0 < k i := by
  refine ⟨fun h => ?_, fun hpos r => (existsUnique_potential hw hk hpos r).1⟩
  by_contra hn
  have k0 : ∀ i, k i = 0 := fun i => le_antisymm (not_lt.1 fun hi => hn ⟨i, hi⟩) (hk i)
  -- without screening, the potentials 0 and 1 have the same source
  have e : screened w k (fun i => (0 : V → ℝ) i + 1) = screened w k 0 := by
    rw [screened_add_const]
    funext i
    simp [k0]
  have h01 := (h (screened w k 0)).unique e rfl
  obtain ⟨i⟩ := ‹Nonempty V›
  have hi := congrFun h01 i
  simp at hi
```

For a connected network with at least one site and \(k\ge 0\), the arrow `↔` states an equivalence: every charge vector has exactly one potential if and only if some \(k_i>0\). In this sense it is the electrolyte that fixes the zero.

One direction is the main theorem. For the other, suppose that no site is screened. Then all \(k_i=0\), and by the shift formula the potentials \(0\) and \(1\) have the same source. Uniqueness would make them equal, so \(0=1\) at any site, a contradiction. In the proof, `k0` records that the screening vanishes, `e` that the two sources agree, and `h01` that the two potentials would coincide.

## Nonnegative charges give nonnegative potentials

```lean
/-- On a connected network with nonnegative screening that is positive at some site, a source
that is nowhere negative produces a potential that is nowhere negative. -/
theorem potential_nonneg (hw : IsNetwork w) (hk : ∀ i, 0 ≤ k i) (hpos : ∃ i, 0 < k i)
    (f : V → ℝ) (hr : ∀ i, 0 ≤ screened w k f i) (i : V) : 0 ≤ f i := by
  -- test the equation with the negative part of the potential
  obtain ⟨g, hg⟩ : ∃ g : V → ℝ, ∀ i, g i = min (f i) 0 := ⟨_, fun _ => rfl⟩
  have k1 : ∀ i j, (g i - g j) ^ 2 ≤ (g i - g j) * (f i - f j) := by
    intro i j
    rw [hg i, hg j]
    rcases le_total (f i) 0 with ha | ha <;> rcases le_total (f j) 0 with hb | hb <;>
      simp only [min_eq_left, min_eq_right, ha, hb] <;> nlinarith
  have k2 : ∀ i, g i ^ 2 ≤ g i * f i := by
    intro i
    rw [hg i]
    rcases le_total (f i) 0 with ha | ha <;>
      simp only [min_eq_left, min_eq_right, ha] <;> nlinarith
  have s1 : ∑ i, ∑ j, w i j * (g i - g j) ^ 2 ≤
      ∑ i, ∑ j, w i j * ((g i - g j) * (f i - f j)) :=
    sum_le_sum fun i _ => sum_le_sum fun j _ =>
      mul_le_mul_of_nonneg_left (k1 i j) (hw.nonneg i j)
  have s2 : ∑ i, k i * g i ^ 2 ≤ ∑ i, k i * (g i * f i) :=
    sum_le_sum fun i _ => mul_le_mul_of_nonneg_left (k2 i) (hk i)
  have s3 : ∑ i, g i * screened w k f i ≤ 0 :=
    sum_nonpos fun i _ => mul_nonpos_of_nonpos_of_nonneg
      (by rw [hg i]; exact min_le_right _ _) (hr i)
  have hG := green_identity (k := k) hw.symm g f
  have hz : g = 0 := by
    apply eq_zero_of_energy_nonpos hw hk hpos
    unfold energy
    linarith
  have hi : g i = 0 := congrFun hz i
  rw [hg i] at hi
  exact min_eq_right_iff.1 hi

end

end ScreenedNetwork
```

The hypothesis `hr` says that the source \(r_i=(Lf)_i+k_if_i\) is nowhere negative, and the conclusion is \(f_i\ge 0\) at every site. The idea is to test the equation with the negative part of the potential, \(g_i=\min(f_i,0)\).

Write \(f_i=g_i+p_i\) with \(p_i=\max(f_i,0)\). Since \(g_ip_i=0\),
\[
(g_i-g_j)(f_i-f_j)=(g_i-g_j)^2-g_ip_j-g_jp_i\ \ge\ (g_i-g_j)^2,
\]
because \(g\le 0\le p\). Likewise \(g_if_i=g_i^2\). The Green identity then gives
\[
2E(g)\ \le\ \sum_i g_ir_i\ \le\ 0,
\]
the last step because \(g_i\le 0\le r_i\). Hence \(g=0\), and \(f\) is nowhere negative.

In the code, `k1` and `k2` are the names of the two pointwise inequalities, not screening values. Lean proves them by going through the signs of \(f_i\) and \(f_j\). The sums over sites are `s1` and `s2`, the sign of \(\sum_i g_ir_i\) is `s3`, and `hG` is the Green identity. The energy theorem then yields `hz`, which is \(g=0\).

```lean
#print axioms ScreenedNetwork.unique_potential_iff_screened
#print axioms ScreenedNetwork.potential_nonneg
```

```
'ScreenedNetwork.unique_potential_iff_screened' depends on axioms: [propext, Classical.choice, Quot.sound]
'ScreenedNetwork.potential_nonneg' depends on axioms: [propext, Classical.choice, Quot.sound]
```
